# Length- and velocity-gauge Schrödinger equations are equivalent for finite matrices with a fully dressed Hamiltonian

Q: A laser pulse hits a molecule that I describe with a few basis states. I propagate once with the field coupled to position and once with the vector potential coupled to momentum, and the two dipole signals differ. Yet you say that the gauges are equivalent for finite matrices. Which equations do you mean?

A: Take a fixed orthonormal basis. Let $X$ be the Hermitian position matrix along the field, $H(t)$ the Hamiltonian matrix without the laser coupling, and $A(t)$ the real vector potential, uniform in space (the dipole approximation), with derivative $A'(t)$. I set $\hbar$ and the electron mass to $1$ and the electron charge to $-1$, and $A$ is normalised so that the electric field is $-A'$. The velocity-gauge state $\psi$ and the length-gauge state $\varphi$ obey
$$i\psi'=e^{-iAX}He^{iAX}\psi,\qquad i\varphi'=(H-A'X)\varphi,\qquad \varphi=e^{iAX}\psi .$$
For a particle on a line with $H=p^2/2+V(x)$, the dressing turns $p$ into $p+A$ and leaves $V$ alone, which gives the familiar $(p+A)^2/2+V$. That step uses $[x,p]=i$, which no finite matrices satisfy, since a commutator has trace zero. In your basis the dressed matrix is therefore generally not what you get by putting $p+A$ into the kinetic energy, and a difference between your runs doesn't contradict the theorem.

Q: Show me the equivalence by hand first.

A: Write $U=e^{iAX}$. Because $X$ is constant in time, $U'=iA'UX$, and $U$ commutes with $X$. If $\psi$ solves its equation, then
$$\varphi'=U'\psi+U\psi'=iA'X U\psi-iU(U^{-1}HU)\psi=-i(H-A'X)\varphi .$$
Conversely, let $\varphi$ solve the length-gauge equation. Then $\psi=U^{-1}\varphi$ and
$$\psi'=-iA'U^{-1}X\varphi-iU^{-1}(H-A'X)\varphi=-iU^{-1}H\varphi=-i(U^{-1}HU)\psi .$$
The two terms with $A'$ cancel. Since $X$ is Hermitian, $U^\dagger=U^{-1}$, so $\varphi^\dagger\varphi=\psi^\dagger\psi$ and $\varphi^\dagger X\varphi=\psi^\dagger U^{-1}XU\psi=\psi^\dagger X\psi$.

Q: Now the formal version. What are the states and operators?

A: The basis is a finite index type `n`, and an operator is a complex matrix indexed by it.

In Lean 4 with Mathlib:

```lean
import Mathlib

open Matrix Complex

namespace LengthVelocityGauge

noncomputable section

variable {n : Type*} [Fintype n] [DecidableEq n]
```

The gauge factor is the true matrix exponential $e^{iaX}$, for a real number $a$:

```lean
/-- The gauge factor `exp(i a X)` for position matrix `X` and vector potential `a`. -/
def gauge (X : Matrix n n ℂ) (a : ℝ) : Matrix n n ℂ :=
  NormedSpace.exp (a • (I • X))
```

Dressing an operator means conjugating it with that factor:

```lean
/-- The velocity-gauge form `exp(-i a X) O exp(i a X)` of an operator `O`. -/
def velocityForm (O X : Matrix n n ℂ) (a : ℝ) : Matrix n n ℂ :=
  gauge X (-a) * O * gauge X a
```

Nothing is expanded in powers of $a$ here. The length-gauge Hamiltonian takes the rate $A'$ as its real argument `a'`:

```lean
/-- The length-gauge Hamiltonian `H - a' X`, where `a'` is the rate of change of the
vector potential. -/
def lengthHamiltonian (H X : Matrix n n ℂ) (a' : ℝ) : Matrix n n ℂ :=
  H - a' • X
```

Q: And "solves"? I'd be suspicious of a definition that hides the dynamics.

A: It says that at every real time the derivative of the state exists and equals $-iK(t)\psi(t)$.

```lean
/-- The state `ψ` obeys the Schrödinger equation `i ψ' = K(t) ψ`, written as
`ψ' = -i K(t) ψ`. -/
def Solves (K : ℝ → Matrix n n ℂ) (ψ : ℝ → n → ℂ) : Prop :=
  ∀ t, HasDerivAt ψ ((-I) • (K t *ᵥ ψ t)) t
```

This is a property of a given trajectory. Whether a solution exists for a given $H(t)$ is a separate question, which the theorem leaves open.

Expectation values are unnormalised:

```lean
/-- The expectation value `ψ† O ψ`. -/
def expect (O : Matrix n n ℂ) (ψ : n → ℂ) : ℂ :=
  star ψ ⬝ᵥ O *ᵥ ψ

open scoped Matrix.Norms.Operator
```

For a nonzero state the physical mean is `expect O ψ` divided by $\psi^\dagger\psi$. As both the squared norm and the dipole value agree between the gauges, so do the normalised dipole means. With the charge $-1$, the electronic dipole is $-X$, and the sign changes nothing in the comparison.

Q: Your hand calculation used $U^{-1}=e^{-iAX}$ and $U^\dagger=U^{-1}$. Are these assumed?

A: They are proved. The exponents for $a$ and $-a$ commute, so the exponentials multiply to $e^0=1$:

```lean
/-- The gauge factors for `a` and `-a` are inverse to each other. -/
theorem gauge_mul_neg (X : Matrix n n ℂ) (a : ℝ) : gauge X a * gauge X (-a) = 1 := by
  have hc : Commute (a • (I • X)) ((-a) • (I • X)) :=
    ((Commute.refl (I • X)).smul_left a).smul_right (-a)
  have h := Matrix.exp_add_of_commute _ _ hc
  rw [← add_smul, add_neg_cancel, zero_smul, NormedSpace.exp_zero] at h
  exact h.symm
```

Whatever commutes with $X$ also commutes with its exponential:

```lean
/-- An operator that commutes with the position matrix commutes with the gauge factor. -/
theorem gauge_commute {O X : Matrix n n ℂ} (h : Commute O X) (a : ℝ) :
    Commute O (gauge X a) :=
  ((h.smul_right I).smul_right a).exp_right
```

Hermiticity of $X$ enters with the adjoint, which flips the sign of $iaX$:

```lean
/-- For a Hermitian position matrix the adjoint of the gauge factor for `a` is the gauge factor for
`-a`. -/
theorem gauge_conjTranspose {X : Matrix n n ℂ} (hX : X.IsHermitian) (a : ℝ) :
    (gauge X a)ᴴ = gauge X (-a) := by
  have h : (a • (I • X))ᴴ = (-a) • (I • X) := by
    simp [Matrix.conjTranspose_smul, hX.eq]
  unfold gauge
  rw [← Matrix.exp_conjTranspose, h]
```

Q: Differentiating the exponential of a time-dependent matrix is usually delicate. Why do you get away with $U'=iA'UX$?

A: This is where the proof turns, and the Mathlib lemma that carries it is `hasDerivAt_exp_smul_const`. It treats $u\mapsto e^{uM}$ for a fixed matrix $M$ and a scalar $u$, and gives the derivative $e^{uM}M$. For a general path $M(t)$, the matrices at different times need not commute, and the derivative of $e^{M(t)}$ is then in general not $e^{M(t)}M'(t)$. Here all exponents are real multiples of the one matrix $iX$, so the ordering problem never arises. The chain rule `HasDerivAt.scomp` then supplies the factor $A'$.

```lean
/-- Rate of change of the gauge factor along a time-dependent vector potential `B`. -/
theorem gauge_hasDerivAt (X : Matrix n n ℂ) {B : ℝ → ℝ} {b t : ℝ}
    (hB : HasDerivAt B b t) :
    HasDerivAt (fun s => gauge X (B s)) (b • (gauge X (B t) * (I • X))) t := by
  have h := HasDerivAt.scomp t (hasDerivAt_exp_smul_const (I • X) (B t)) hB
  exact h
```

A field whose polarisation rotates, with position matrices for different directions that fail to commute in a truncated basis, would not fit this lemma.

The other ingredient is the product rule for $U\psi$. It is proved entry by entry: each component is a finite sum of products, and reading off a matrix entry is a linear map, hence differentiable.

```lean
omit [DecidableEq n] in
/-- Product rule for a time-dependent matrix acting on a time-dependent state. -/
theorem hasDerivAt_mulVec {U : ℝ → Matrix n n ℂ} {U' : Matrix n n ℂ}
    {v : ℝ → n → ℂ} {v' : n → ℂ} {t : ℝ}
    (hU : HasDerivAt U U' t) (hv : HasDerivAt v v' t) :
    HasDerivAt (fun s => U s *ᵥ v s) (U' *ᵥ v t + U t *ᵥ v') t := by
  -- reading off a matrix entry is linear, hence differentiable
  have hent : ∀ i j, HasDerivAt (fun s => U s i j) (U' i j) t := by
    intro i j
    let L : Matrix n n ℂ →ₗ[ℝ] ℂ :=
      { toFun := fun M => M i j
        map_add' := fun _ _ => rfl
        map_smul' := fun _ _ => rfl }
    exact (LinearMap.toContinuousLinearMap L).hasFDerivAt.comp_hasDerivAt t hU
  rw [hasDerivAt_pi]
  intro i
  have h := HasDerivAt.fun_sum (u := Finset.univ)
    (fun j _ => (hent i j).fun_mul (hasDerivAt_pi.1 hv j))
  exact h.congr_deriv (by simp [Matrix.mulVec, dotProduct, Finset.sum_add_distrib])
```

Q: What about observables? The two states differ, so I can't just use the same matrix in both.

A: In general you can't. Moving the gauge factors from the states onto the operator gives $\varphi^\dagger O\varphi=\psi^\dagger(e^{-iaX}Oe^{iaX})\psi$:

```lean
/-- For Hermitian `X`, the expectation of `O` in `exp(i a X) ψ` equals the expectation of its
velocity-gauge form in `ψ`. -/
theorem expect_gauge {X : Matrix n n ℂ} (hX : X.IsHermitian) (O : Matrix n n ℂ)
    (a : ℝ) (ψ : n → ℂ) :
    expect O (gauge X a *ᵥ ψ) = expect (velocityForm O X a) ψ := by
  unfold expect velocityForm
  rw [Matrix.star_mulVec, gauge_conjTranspose hX, ← Matrix.dotProduct_mulVec]
  simp only [Matrix.mulVec_mulVec, Matrix.mul_assoc]
```

If $O$ commutes with $X$, the two factors meet and cancel, so the dressed operator is $O$ itself:

```lean
/-- An operator that commutes with the position matrix equals its velocity-gauge form. -/
theorem velocityForm_of_commute {O X : Matrix n n ℂ} (h : Commute O X) (a : ℝ) :
    velocityForm O X a = O := by
  have h1 := gauge_mul_neg X (-a)
  rw [neg_neg] at h1
  unfold velocityForm
  rw [Matrix.mul_assoc, (gauge_commute h a).eq, ← Matrix.mul_assoc, h1, Matrix.one_mul]
```

The dipole is such an operator, and so is the identity, whose expectation value is the squared norm.

Q: Then read me the main theorem, with its hypotheses.

A: Let $X$ be Hermitian, let `H` be any matrix-valued function of time, let `A` have derivative `A' t` at every `t`, and let `ψ` be any trajectory. First, `ψ` solves the dressed equation if and only if $e^{iAX}\psi$ solves the length-gauge one. Second, at every time the two states have equal squared norms and equal dipole expectations, whether or not they solve anything.

```lean
/-- For Hermitian `X`, length and velocity gauge are equivalent: `ψ` solves the velocity-gauge
equation exactly when `exp(i A X) ψ` solves the length-gauge equation, and the two states have the
same squared norm and the same expectation of `X` at all times. -/
theorem length_velocity_equivalence {X : Matrix n n ℂ} (hX : X.IsHermitian)
    (H : ℝ → Matrix n n ℂ) {A A' : ℝ → ℝ} (hA : ∀ t, HasDerivAt A (A' t) t)
    (ψ : ℝ → n → ℂ) :
    (Solves (fun t => velocityForm (H t) X (A t)) ψ ↔
      Solves (fun t => lengthHamiltonian (H t) X (A' t)) (fun t => gauge X (A t) *ᵥ ψ t)) ∧
    ∀ t, star (gauge X (A t) *ᵥ ψ t) ⬝ᵥ (gauge X (A t) *ᵥ ψ t) = star (ψ t) ⬝ᵥ ψ t ∧
      expect X (gauge X (A t) *ᵥ ψ t) = expect X (ψ t) := by
  refine ⟨⟨fun h t => ?_, fun h t => ?_⟩, fun t => ⟨?_, ?_⟩⟩
  · -- differentiate `exp(i A X) ψ`; the moving gauge factor produces the term `A' X`
    refine (hasDerivAt_mulVec (gauge_hasDerivAt X (hA t)) (h t)).congr_deriv ?_
    have e : gauge X (A t) * velocityForm (H t) X (A t) = H t * gauge X (A t) := by
      unfold velocityForm
      rw [← Matrix.mul_assoc, ← Matrix.mul_assoc, gauge_mul_neg, Matrix.one_mul]
    have c : gauge X (A t) * X = X * gauge X (A t) :=
      (gauge_commute (Commute.refl X) (A t)).eq.symm
    simp only [lengthHamiltonian, Matrix.mulVec_smul, Matrix.smul_mulVec,
      Matrix.mulVec_mulVec, Matrix.sub_mulVec, Matrix.sub_mul, Matrix.smul_mul,
      Matrix.mul_smul, e, c]
    module
  · -- undo the transformation and differentiate `exp(-i A X) φ`
    have hψ : (fun s => gauge X (-(A s)) *ᵥ (gauge X (A s) *ᵥ ψ s)) = ψ := by
      funext s
      have h1 := gauge_mul_neg X (-(A s))
      rw [neg_neg] at h1
      rw [Matrix.mulVec_mulVec, h1, Matrix.one_mulVec]
    have hd := hasDerivAt_mulVec (gauge_hasDerivAt X (hA t).fun_neg) (h t)
    rw [hψ] at hd
    refine hd.congr_deriv ?_
    simp only [lengthHamiltonian, velocityForm, Matrix.mulVec_smul, Matrix.smul_mulVec,
      Matrix.mulVec_mulVec, Matrix.sub_mulVec, Matrix.mulVec_sub, Matrix.sub_mul,
      Matrix.smul_mul, Matrix.mul_smul, Matrix.mul_assoc]
    module
  · have h1 := expect_gauge hX 1 (A t) (ψ t)
    rw [velocityForm_of_commute (Commute.one_left X)] at h1
    simpa only [expect, Matrix.one_mulVec] using h1
  · rw [expect_gauge hX, velocityForm_of_commute (Commute.refl X)]
```

The four bullets of the proof follow the calculation by hand. The first differentiates $U\psi$; the identity `e` is $U(U^{-1}HU)=HU$, and `c` moves $X$ past $U$. The second writes $\psi$ as $U^{-1}\varphi$ and differentiates that, and `module` collects the terms so that those with $A'$ cancel. The last two apply the observable rule to the identity and to $X$.

Q: $H$ isn't required to be Hermitian. Is that an oversight?

A: No, the argument never uses it. A Hamiltonian with an absorbing potential is covered: the norm may decay, but it is the same in both gauges at each time. What the model does leave out is spatial variation of the field, more than one field direction, and infinite-dimensional spaces with unbounded position and momentum. For electronic-structure simulation, suppose that $H(t)$ is a prescribed continuous function of time, the same in both runs and not rebuilt from the evolving state, so that an initial state determines the solution (a standard fact about linear differential equations, not proved here). Then the result implies that a finite-basis propagation gives the same dipole signal in both gauges, up to time-step and rounding errors, if the velocity-gauge Hamiltonian is the fully dressed matrix and the initial states are related by the gauge factor.

Q: Where is the velocity in this "velocity gauge"? I see only exponentials.

A: It appears on differentiating with respect to $a$:
$$\frac{d}{da}\,e^{-iaX}Oe^{iaX}=e^{-iaX}\,i[O,X]\,e^{iaX}.$$
For $O=H$ and $a=0$ the right side is $i[H,X]$, which for Hermitian $H$ is the Heisenberg rate of change of position without the laser. To first order the coupling is therefore $A$ times the velocity matrix.

```lean
/-- The derivative of the velocity-gauge form of `O` with respect to the vector potential is
the velocity-gauge form of `i [O, X]`. -/
theorem velocityForm_hasDerivAt (O X : Matrix n n ℂ) (a : ℝ) :
    HasDerivAt (fun b => velocityForm O X b)
      (velocityForm (I • (O * X - X * O)) X a) a := by
  have hV := gauge_hasDerivAt X (hasDerivAt_neg a)
  have hU := gauge_hasDerivAt X (hasDerivAt_id a)
  refine ((hV.mul_const O).mul hU).congr_deriv ?_
  have c : gauge X a * X = X * gauge X a :=
    (gauge_commute (Commute.refl X) a).eq.symm
  simp only [velocityForm, id_eq, neg_smul, one_smul, smul_sub, Matrix.mul_sub,
    Matrix.sub_mul, Matrix.neg_mul, Matrix.smul_mul, Matrix.mul_smul, Matrix.mul_assoc, c]
  abel
```

The proof is the product rule for three factors, with $X$ commuted past the exponential.

Q: Give me the smallest example in which the dressing matters.

A: Two levels, since for one level everything commutes. With Pauli matrices, take $H=\tfrac{\omega}{2}\sigma_z$, where $\omega$ is the level splitting, and $X=\sigma_x$. Then
$$e^{-iA\sigma_x}\,\tfrac{\omega}{2}\sigma_z\,e^{iA\sigma_x}=\tfrac{\omega}{2}\left(\cos 2A\,\sigma_z-\sin 2A\,\sigma_y\right).$$
The linear term is $-\omega A\,\sigma_y=A\,i[H,X]$, as it should be. The series in $A$ doesn't stop at second order, though, so a coupling cut off after $A$ or $A^2$ is a different model.

Q: In that example $\sigma_z$ doesn't commute with $X$. Could its expectation value still happen to agree in both gauges?

A: For particular states or values of $A$, yes. For all states and all real $a$, no. An observable keeps its expectation value under every gauge factor exactly when it commutes with $X$. One direction is the cancellation above. The other needs the fact that a matrix $M$ with $v^\dagger Mv=0$ for every $v$ is zero. Insert $x+y$ and $x+iy$ for $v$:
$$x^\dagger My+y^\dagger Mx=0,\qquad i\,x^\dagger My-i\,y^\dagger Mx=0 .$$
Together these give $x^\dagger My=0$ for all $x$ and $y$, and basis vectors then pick out each entry of $M$.

```lean
/-- A matrix whose expectation value vanishes in every state is zero. -/
theorem eq_zero_of_expect {M : Matrix n n ℂ} (q : ∀ v, expect M v = 0) : M = 0 := by
  unfold expect at q
  -- polarisation with `x + y` and `x + i y`
  have hB : ∀ x y : n → ℂ, star x ⬝ᵥ M *ᵥ y = 0 := by
    intro x y
    have h1 := q (x + y)
    have h2 := q (x + I • y)
    simp only [star_add, star_smul, Matrix.mulVec_add, Matrix.mulVec_smul, add_dotProduct,
      dotProduct_add, smul_dotProduct, dotProduct_smul, q, smul_eq_mul, Complex.star_def,
      Complex.conj_I] at h1 h2
    linear_combination (1 / 2) * h1 - (I / 2) * h2 +
      (1 / 2) * (star x ⬝ᵥ M *ᵥ y - star y ⬝ᵥ M *ᵥ x) * Complex.I_sq
  ext i j
  have h := hB (star (Pi.single i 1)) (Pi.single j 1)
  rw [star_star] at h
  simpa using h
```

Now suppose that the expectation value of $O$ never changes. Apply this to $M=e^{-iaX}Oe^{iaX}-O$: the dressed operator equals $O$ for every $a$. A constant has derivative zero, and at $a=0$ that derivative is $i[O,X]$, so the commutator vanishes. In the proof, `hconst` is the constancy, and `hd.unique` equates the two derivatives.

```lean
/-- The expectation of `O` is unchanged by every gauge factor in every state exactly when `O`
commutes with the Hermitian position matrix `X`. -/
theorem expect_invariant_iff_commute {X : Matrix n n ℂ} (hX : X.IsHermitian)
    (O : Matrix n n ℂ) :
    (∀ (a : ℝ) (ψ : n → ℂ), expect O (gauge X a *ᵥ ψ) = expect O ψ) ↔
      O * X = X * O := by
  constructor
  · intro h
    have hconst : ∀ a, velocityForm O X a = O := by
      intro a
      refine sub_eq_zero.1 (eq_zero_of_expect fun v => ?_)
      have hv := h a v
      rw [expect_gauge hX] at hv
      unfold expect at hv ⊢
      rw [Matrix.sub_mulVec, dotProduct_sub, hv, sub_self]
    -- a constant velocity-gauge form has zero derivative, which at `a = 0` is `i [O, X]`
    have hd := velocityForm_hasDerivAt O X 0
    rw [funext hconst] at hd
    have h0 := hd.unique (hasDerivAt_const (0 : ℝ) O)
    have g0 : gauge X 0 = 1 := by
      unfold gauge
      rw [zero_smul, NormedSpace.exp_zero]
    unfold velocityForm at h0
    rw [neg_zero, g0, Matrix.one_mul, Matrix.mul_one] at h0
    exact sub_eq_zero.1 ((smul_eq_zero.1 h0).resolve_left Complex.I_ne_zero)
  · intro h a ψ
    rw [expect_gauge hX, velocityForm_of_commute h]

end

end LengthVelocityGauge
```

Q: So if I evaluate the bare $H$ in both of my runs, I should expect two different energies?

A: Whenever $H$ and $X$ don't commute, some state and some value of $a$ will show a difference. The number to compare with $\varphi^\dagger H\varphi$ is the expectation value of the dressed $H$ in $\psi$.

```lean
#print axioms LengthVelocityGauge.length_velocity_equivalence
-- 'LengthVelocityGauge.length_velocity_equivalence' depends on axioms: [propext, Classical.choice, Quot.sound]
#print axioms LengthVelocityGauge.expect_invariant_iff_commute
-- 'LengthVelocityGauge.expect_invariant_iff_commute' depends on axioms: [propext, Classical.choice, Quot.sound]
```
